# A Lower Energy Bound for One Particle in an Integrable Potential on the Line

## Energies that are too low

In a variational calculation a lower energy counts as a better one, so an error that lowers the energy can pass for an improvement. The simplest safeguard, $E\ge\inf V$, says nothing if $V$ is unbounded below, as with $-|x|^{-1/2}$ near the origin. If $V$ is integrable, its integrated attraction still gives a finite floor.

## The floor set by the attraction

Take $\hbar=m=1$, a real integrable $V$ and a complex $C^1$ function $\psi$ with $\psi$ and $\psi'$ square integrable. Write

$$N=\int|\psi|^2,\quad T=\int|\psi'|^2,\quad A=\int\max(-V,0),\quad I=\int|V|.$$

The energy $\mathcal E=\tfrac12T+\int V|\psi|^2$ satisfies

$$\mathcal E\ \ge\ -\tfrac12A^2N,$$

and hence $\mathcal E\ge-\tfrac12I^2$ when $N=1$.

## From the density to the energy

Let $\rho=|\psi|^2$. Its slope $\rho'=2\,\mathrm{Re}(\bar\psi\psi')$ obeys $|\rho'|\le|\psi|^2+|\psi'|^2$ and is therefore integrable. So $\rho$ has limits at both ends, and these are zero because $\rho$ is integrable. Hence

$$\rho(x)=\int_{-\infty}^x\rho'=-\int_x^\infty\rho'.$$

For $k\ge0$, $\pm k\rho'\le2k|\psi||\psi'|\le k^2|\psi|^2+|\psi'|^2$. Multiplying both expressions for $\rho(x)$ by $k$ and adding them gives

$$2k\rho(x)\le k^2N+T.$$

For $k<0$ this is immediate. The quadratic $Nk^2-2\rho(x)k+T$ is thus never negative, its discriminant is not positive, and $\rho(x)^2\le NT$.

It follows that $|V\rho|\le|V|\sqrt{NT}$, so the potential energy is finite. Since $V\ge-\max(-V,0)$, it is at least $-A\sqrt{NT}$, and

$$\mathcal E\ge\tfrac12T-A\sqrt{NT}=\tfrac12\left(\sqrt T-A\sqrt N\right)^2-\tfrac12A^2N\ge-\tfrac12A^2N.$$

For $N=1$, use $A\le I$.

## Bound states

If $\psi''=2(V-E)\psi$ with $E$ real, then

$$\left(\mathrm{Re}\,\bar\psi\psi'\right)'=|\psi'|^2+2V|\psi|^2-2E|\psi|^2.$$

Both $\mathrm{Re}\,\bar\psi\psi'$ and its derivative are integrable, so the derivative integrates to zero. This gives $\mathcal E=EN$, and for $N>0$ the floor becomes $E\ge-A^2/2$.

## Checking a basis-set code

Let $V$ be integrable, which excludes the soft Coulomb potential $-1/\sqrt{x^2+1}$, whose $A$ is infinite. In a one-particle, one-dimensional code with smooth basis functions that are square integrable along with their derivatives, the lowest root of $Hc=ESc$ is $\mathcal E/N$ for the trial function with coefficients $c$. Compute $A$ by quadrature of $\max(-V,0)$ and compare the root with $-A^2/2$, or $-mA^2/(2\hbar^2)$ with units restored. A violation beyond numerical error signals a fault, for example wrong matrix elements, an ill-conditioned overlap matrix $S$, an error in the eigenvalue solver or a wrong $A$. Passing the test does not show that the energy is accurate.

## The Lean file

```lean
import Mathlib

open MeasureTheory Filter Topology

namespace OneDimensionalEnergyBound

noncomputable section

/-- A continuously differentiable wave function `ψ` on the line with derivative `ψ'`,
both square integrable. -/
structure TrialState (ψ ψ' : ℝ → ℂ) : Prop where
  deriv : ∀ x, HasDerivAt ψ (ψ' x) x
  cont : Continuous ψ'
  sqInt : Integrable (fun x => ‖ψ x‖ ^ 2)
  sqInt' : Integrable (fun x => ‖ψ' x‖ ^ 2)

/-- The squared norm `∫ |f|²`. -/
def sqNorm (f : ℝ → ℂ) : ℝ := ∫ x, ‖f x‖ ^ 2

/-- Kinetic plus potential energy integral of a wave function `ψ` with derivative `ψ'`, not divided
by the squared norm, in units with `ħ = m = 1`. -/
def energy (V : ℝ → ℝ) (ψ ψ' : ℝ → ℂ) : ℝ :=
  1 / 2 * sqNorm ψ' + ∫ x, V x * ‖ψ x‖ ^ 2

/-- The integrated strength of the attractive part of the potential. -/
def attraction (V : ℝ → ℝ) : ℝ := ∫ x, max (-V x) 0

/-- The real part of `conj ψ · ψ'` is integrable for a trial state. -/
theorem flux_integrable {ψ ψ' : ℝ → ℂ} (h : TrialState ψ ψ') :
    Integrable (fun x => inner ℝ (ψ x) (ψ' x)) := by
  have hψ : Continuous ψ := continuous_iff_continuousAt.2 fun x => (h.deriv x).continuousAt
  refine (h.sqInt.add h.sqInt').mono' (hψ.inner h.cont).aestronglyMeasurable
    (ae_of_all _ fun x => ?_)
  rw [Real.norm_eq_abs]
  refine (abs_real_inner_le_norm _ _).trans ?_
  show _ ≤ ‖ψ x‖ ^ 2 + ‖ψ' x‖ ^ 2
  nlinarith [sq_nonneg (‖ψ x‖ - ‖ψ' x‖), sq_nonneg ‖ψ x‖, sq_nonneg ‖ψ' x‖]

/-- The square of the density at any point is at most `∫ |ψ|²` times `∫ |ψ'|²`. -/
theorem density_sq_le {ψ ψ' : ℝ → ℂ} (h : TrialState ψ ψ') (x : ℝ) :
    (‖ψ x‖ ^ 2) ^ 2 ≤ sqNorm ψ * sqNorm ψ' := by
  have hd : ∀ y, HasDerivAt (fun y => ‖ψ y‖ ^ 2) (2 * inner ℝ (ψ y) (ψ' y)) y :=
    fun y => (h.deriv y).norm_sq
  have hi := (flux_integrable h).const_mul 2
  -- the density vanishes at both ends, so it is the integral of its slope from either side
  have h1 := integral_Ioi_of_hasDerivAt_of_tendsto' (a := x) (fun y _ => hd y) hi.integrableOn
    (tendsto_zero_of_hasDerivAt_of_integrableOn_Ioi (a := x) (fun y _ => hd y)
      hi.integrableOn h.sqInt.integrableOn)
  have h2 := integral_Iic_of_hasDerivAt_of_tendsto' (a := x) (fun y _ => hd y) hi.integrableOn
    (tendsto_zero_of_hasDerivAt_of_integrableOn_Iic (a := x) (fun y _ => hd y)
      hi.integrableOn h.sqInt.integrableOn)
  have hN : 0 ≤ sqNorm ψ := integral_nonneg fun y => sq_nonneg ‖ψ y‖
  have hT : 0 ≤ sqNorm ψ' := integral_nonneg fun y => sq_nonneg ‖ψ' y‖
  -- a quadratic in `k` that is never negative has a nonpositive discriminant
  have key : ∀ k : ℝ, 0 ≤ sqNorm ψ * (k * k) + (-2 * ‖ψ x‖ ^ 2) * k + sqNorm ψ' := by
    intro k
    rcases le_total 0 k with hk | hk
    · have hG : Integrable (fun y => k ^ 2 * ‖ψ y‖ ^ 2 + ‖ψ' y‖ ^ 2) :=
        (h.sqInt.const_mul (k ^ 2)).add h.sqInt'
      have b1 : -k * ∫ y in Set.Ioi x, 2 * inner ℝ (ψ y) (ψ' y) ≤
          ∫ y in Set.Ioi x, (k ^ 2 * ‖ψ y‖ ^ 2 + ‖ψ' y‖ ^ 2) := by
        rw [← integral_const_mul]
        refine integral_mono (hi.const_mul (-k)).integrableOn hG.integrableOn fun y => ?_
        have c := (abs_le.1 (abs_real_inner_le_norm (ψ y) (ψ' y))).1
        show -k * (2 * inner ℝ (ψ y) (ψ' y)) ≤ k ^ 2 * ‖ψ y‖ ^ 2 + ‖ψ' y‖ ^ 2
        nlinarith [mul_le_mul_of_nonneg_left c hk, sq_nonneg (k * ‖ψ y‖ - ‖ψ' y‖)]
      have b2 : k * ∫ y in Set.Iic x, 2 * inner ℝ (ψ y) (ψ' y) ≤
          ∫ y in Set.Iic x, (k ^ 2 * ‖ψ y‖ ^ 2 + ‖ψ' y‖ ^ 2) := by
        rw [← integral_const_mul]
        refine integral_mono (hi.const_mul k).integrableOn hG.integrableOn fun y => ?_
        have c := (abs_le.1 (abs_real_inner_le_norm (ψ y) (ψ' y))).2
        show k * (2 * inner ℝ (ψ y) (ψ' y)) ≤ k ^ 2 * ‖ψ y‖ ^ 2 + ‖ψ' y‖ ^ 2
        nlinarith [mul_le_mul_of_nonneg_left c hk, sq_nonneg (k * ‖ψ y‖ - ‖ψ' y‖)]
      have hs := integral_add_compl (measurableSet_Iic (a := x)) hG
      rw [Set.compl_Iic, integral_add (h.sqInt.const_mul (k ^ 2)) h.sqInt',
        integral_const_mul] at hs
      rw [h1] at b1
      rw [h2] at b2
      unfold sqNorm
      linarith
    · nlinarith [mul_nonneg hN (mul_self_nonneg k),
        mul_nonneg (sq_nonneg ‖ψ x‖) (neg_nonneg.2 hk)]
  have hdis := discrim_le_zero key
  unfold discrim at hdis
  linarith

/-- For an integrable potential and a trial state, the potential energy density is integrable, and
the potential energy is bounded below by the attraction strength times the root of `∫ |ψ|² ∫ |ψ'|²`,
with a minus sign. -/
theorem potential_bound {V : ℝ → ℝ} {ψ ψ' : ℝ → ℂ} (hV : Integrable V)
    (h : TrialState ψ ψ') : Integrable (fun x => V x * ‖ψ x‖ ^ 2) ∧
      -(attraction V * √(sqNorm ψ * sqNorm ψ')) ≤ ∫ x, V x * ‖ψ x‖ ^ 2 := by
  have hψ : Continuous ψ := continuous_iff_continuousAt.2 fun x => (h.deriv x).continuousAt
  have hb : ∀ x, ‖ψ x‖ ^ 2 ≤ √(sqNorm ψ * sqNorm ψ') := fun x =>
    (le_abs_self _).trans (Real.abs_le_sqrt (density_sq_le h x))
  have hP : Integrable (fun x => V x * ‖ψ x‖ ^ 2) := by
    refine (hV.norm.mul_const (√(sqNorm ψ * sqNorm ψ'))).mono'
      (hV.aestronglyMeasurable.mul (hψ.norm.pow 2).aestronglyMeasurable)
      (ae_of_all _ fun x => ?_)
    rw [norm_mul, Real.norm_of_nonneg (sq_nonneg ‖ψ x‖)]
    exact mul_le_mul_of_nonneg_left (hb x) (norm_nonneg _)
  refine ⟨hP, ?_⟩
  unfold attraction
  rw [← integral_mul_const, ← integral_neg]
  refine integral_mono (hV.neg_part.mul_const _).neg hP fun x => ?_
  show -(max (-V x) 0 * √(sqNorm ψ * sqNorm ψ')) ≤ V x * ‖ψ x‖ ^ 2
  nlinarith [mul_le_mul_of_nonneg_right (le_max_left (-V x) 0) (sq_nonneg ‖ψ x‖),
    mul_le_mul_of_nonneg_left (hb x) (le_max_right (-V x) 0)]

/-- For an integrable potential, the energy of every trial state is at least `-A²/2` times its
squared norm, where `A` is the integral of the attractive part of the potential. -/
theorem energy_lower_bound {V : ℝ → ℝ} {ψ ψ' : ℝ → ℂ} (hV : Integrable V)
    (h : TrialState ψ ψ') : -(attraction V ^ 2 / 2) * sqNorm ψ ≤ energy V ψ ψ' := by
  have hN : 0 ≤ sqNorm ψ := integral_nonneg fun y => sq_nonneg ‖ψ y‖
  have hT : 0 ≤ sqNorm ψ' := integral_nonneg fun y => sq_nonneg ‖ψ' y‖
  have hp := (potential_bound hV h).2
  rw [Real.sqrt_mul hN] at hp
  -- complete the square between kinetic energy and attraction
  have e : (attraction V * √(sqNorm ψ) - √(sqNorm ψ')) ^ 2 = attraction V ^ 2 * sqNorm ψ
      - 2 * (attraction V * (√(sqNorm ψ) * √(sqNorm ψ'))) + sqNorm ψ' := by
    linear_combination attraction V ^ 2 * Real.sq_sqrt hN + Real.sq_sqrt hT
  have := sq_nonneg (attraction V * √(sqNorm ψ) - √(sqNorm ψ'))
  unfold energy
  linarith

/-- For an integrable potential, a normalized trial state has energy at least `-I²/2`, where `I = ∫
|V|`. -/
theorem normalized_energy_ge {V : ℝ → ℝ} {ψ ψ' : ℝ → ℂ} (hV : Integrable V)
    (h : TrialState ψ ψ') (h1 : sqNorm ψ = 1) :
    -(∫ x, |V x|) ^ 2 / 2 ≤ energy V ψ ψ' := by
  have hb := energy_lower_bound hV h
  have h0 : 0 ≤ attraction V := integral_nonneg fun x => le_max_right (-V x) 0
  have hA : attraction V ≤ ∫ x, |V x| :=
    integral_mono hV.neg_part hV.abs fun x => max_le (neg_le_abs _) (abs_nonneg _)
  rw [h1] at hb
  nlinarith [pow_le_pow_left₀ h0 hA 2]

/-- For integrable `V`, a trial state solving `-ψ''/2 + V ψ = E ψ` has energy `E` times its squared
norm. -/
theorem energy_of_schrodinger {V : ℝ → ℝ} {ψ ψ' : ℝ → ℂ} {E : ℝ} (hV : Integrable V)
    (h : TrialState ψ ψ') (hS : ∀ x, HasDerivAt ψ' ((2 * (V x - E)) • ψ x) x) :
    energy V ψ ψ' = E * sqNorm ψ := by
  have hP := (potential_bound hV h).1
  have hA : Integrable (fun x => 2 * (V x * ‖ψ x‖ ^ 2) - 2 * E * ‖ψ x‖ ^ 2) :=
    (hP.const_mul 2).sub (h.sqInt.const_mul (2 * E))
  have hd : ∀ x, HasDerivAt (fun y => inner ℝ (ψ y) (ψ' y))
      (2 * (V x * ‖ψ x‖ ^ 2) - 2 * E * ‖ψ x‖ ^ 2 + ‖ψ' x‖ ^ 2) x := fun x =>
    ((h.deriv x).inner ℝ (hS x)).congr_deriv (by
      rw [real_inner_smul_right, real_inner_self_eq_norm_sq, real_inner_self_eq_norm_sq]
      ring)
  -- the total derivative integrates to zero
  have h0 := integral_eq_zero_of_hasDerivAt_of_integrable hd (hA.add h.sqInt')
    (flux_integrable h)
  rw [integral_add hA h.sqInt', integral_sub (hP.const_mul 2) (h.sqInt.const_mul (2 * E)),
    integral_const_mul, integral_const_mul] at h0
  unfold energy sqNorm
  linarith

/-- If `V` is integrable and a trial state of nonzero norm solves `-ψ''/2 + V ψ = E ψ`, then `E` is
at least `-A²/2`, where `A` is the integral of the attractive part of the potential. -/
theorem bound_state_energy_ge {V : ℝ → ℝ} {ψ ψ' : ℝ → ℂ} {E : ℝ} (hV : Integrable V)
    (h : TrialState ψ ψ') (hN : 0 < sqNorm ψ)
    (hS : ∀ x, HasDerivAt ψ' ((2 * (V x - E)) • ψ x) x) : -(attraction V ^ 2 / 2) ≤ E := by
  have hb := energy_lower_bound hV h
  rw [energy_of_schrodinger hV h hS] at hb
  exact le_of_mul_le_mul_right hb hN

end

end OneDimensionalEnergyBound
```

```lean
#print axioms OneDimensionalEnergyBound.energy_lower_bound
#print axioms OneDimensionalEnergyBound.normalized_energy_ge
#print axioms OneDimensionalEnergyBound.bound_state_energy_ge
```

```
'OneDimensionalEnergyBound.energy_lower_bound' depends on axioms: [propext, Classical.choice, Quot.sound]
'OneDimensionalEnergyBound.normalized_energy_ge' depends on axioms: [propext, Classical.choice, Quot.sound]
'OneDimensionalEnergyBound.bound_state_energy_ge' depends on axioms: [propext, Classical.choice, Quot.sound]
```

## What the definitions fix

`TrialState ψ ψ'` says that `ψ'` is the derivative of `ψ` at every point, is continuous, and is square integrable along with `ψ`. The cusped function $e^{-k|x|}$ is therefore excluded. `sqNorm ψ`, `sqNorm ψ'` and `attraction V` are $N$, $T$ and $A$; `energy` is $\mathcal E$, not divided by $N$. `Integrable V` allows integrable singularities but excludes a delta function.

In `bound_state_energy_ge`, `hS` requires the Schrödinger equation at every point. This rules out the bound states of a finite square well, whose second derivative jumps at the walls. It also rules out the ground state of an integrable well that behaves as $-|x|^{-1/2}$ near the origin, where the second derivative diverges. `energy_lower_bound` covers both. The existence of a bound state is assumed. The constant $1/2$ cannot be improved, since the ground-state energies of ever narrower square wells with fixed $A$ approach $-A^2/2$, but the file does not prove this.

## How the proof runs

`flux_integrable` bounds $\mathrm{Re}(\bar\psi\psi')$, written as a real inner product. Despite the theorem's name, this is half the slope of the density, not the probability current, which is the imaginary part. In `density_sq_le`, which also assumes a trial state, `h1` and `h2` are the two integral formulas for $\rho(x)$. Within `key`, `b1` and `b2` estimate the right and left half-lines, `hs` joins them, and `discrim_le_zero` turns the quadratic into the density bound.

`potential_bound` proves that the potential energy density is integrable and bounds its integral. In `energy_lower_bound`, the identity `e` expands the completed square and `linarith` finishes. `normalized_energy_ge` replaces $A$ by $I$.

`energy_of_schrodinger` differentiates the inner product and integrates the result to zero. `bound_state_energy_ge` then cancels the positive squared norm.
